# Deleting one edge from a finite simple graph changes the sum of its absolute adjacency eigenvalues by at most 2

To ask how far the π-electron energy of a conjugated molecule can shift when one bond is cut, we must first choose a number that stands for that energy. Here it is the sum of the absolute eigenvalues of the adjacency matrix, called the graph energy. It is dimensionless and involves no electron count.

In Hückel theory an adjacency eigenvalue λ gives an orbital energy α + βλ. Here α is the energy of an electron on one site, taken to be equal for all sites, and β < 0 is the coupling between bonded neighbours, taken to be equal for all bonds. If the graph is bipartite (an alternant molecule), the eigenvalues come in pairs ±λ. With n sites and n electrons, filling the lowest orbitals with at most two electrons in each then gives

E_π = nα + β Σ |λ|.

For such non-interacting electrons, the theorem says that cutting a bond changes E_π by at most 2|β|. The step from graph to molecule is an assumption: α and the remaining couplings must keep their values when the bond is cut.

## Sites, couplings and the energy

In Lean 4 with Mathlib:

```lean
import Mathlib

open Matrix

namespace BondDeletion

noncomputable section

variable {V : Type*} [Fintype V] [DecidableEq V]
```

`V` is the finite set of sites. A `Matrix V V ℝ` is a real matrix whose rows and columns are labelled by sites.

```lean
/-- The sum of the absolute eigenvalues of a real symmetric matrix, counted with multiplicity. -/
def spectralEnergy {A : Matrix V V ℝ} (hA : A.IsHermitian) : ℝ :=
  ∑ i, |hA.eigenvalues i|
```

The argument `hA` is a proof that A is Hermitian, which for a real matrix means symmetric. Given that proof, Mathlib supplies real eigenvalues λ_i, repeated according to multiplicity, and the definition reads

E(A) = Σ_i |λ_i|.

The index i also runs over `V`, but it labels orbitals: orbital i has no special relation to site i.

```lean
/-- The coupling matrix of a single bond between the sites `u` and `v`. -/
def bond (u v : V) : Matrix V V ℝ :=
  Matrix.single u v 1 + Matrix.single v u 1
```

In this code a "bond" is a matrix. For u ≠ v it has a 1 at (u,v), a 1 at (v,u) and zeros elsewhere. For u = v the two terms add up to a single 2 on the diagonal.

```lean
open scoped Classical in
/-- The real adjacency matrix of a molecular graph. -/
def adjacency (G : SimpleGraph V) : Matrix V V ℝ := G.adjMatrix ℝ
```

The adjacency matrix has entry 1 where two sites are joined and 0 otherwise. A `SimpleGraph` has no loops and no multiple edges, so the diagonal is zero.

```lean
omit [Fintype V] [DecidableEq V] in
/-- The adjacency matrix of a simple graph is symmetric. -/
theorem adjacency_isHermitian (G : SimpleGraph V) : (adjacency G).IsHermitian :=
  Matrix.IsHermitian.ext fun a b => by
    by_cases h : G.Adj a b
    · simp [adjacency, h, h.symm]
    · have h' : ¬G.Adj b a := fun k => h k.symm
      simp [adjacency, h, h']
```

The matrix is symmetric because a is joined to b exactly when b is joined to a. The proof treats the joined and unjoined cases separately.

```lean
/-- The energy of a graph: the sum of its absolute adjacency eigenvalues. -/
def graphEnergy (G : SimpleGraph V) : ℝ := spectralEnergy (adjacency_isHermitian G)
```

The graph energy is E applied to the adjacency matrix, with the symmetry proof just given.

## Orbitals and expectation values

```lean
/-- A real symmetric matrix is diagonalised by an orthogonal matrix whose columns are
its orbitals. -/
theorem exists_orbitals {A : Matrix V V ℝ} (hA : A.IsHermitian) :
    ∃ P : Matrix V V ℝ, Pᵀ * P = 1 ∧ Pᵀ * A * P = diagonal hA.eigenvalues := by
  obtain ⟨P, hPdef⟩ : ∃ P : Matrix V V ℝ,
      P = Matrix.of fun a i => (hA.eigenvectorBasis i).ofLp a := ⟨_, rfl⟩
  have hP : Pᵀ * P = 1 := by
    ext i j
    have h := orthonormal_iff_ite.mp hA.eigenvectorBasis.orthonormal i j
    rw [Matrix.one_apply, ← h, PiLp.inner_apply, Matrix.mul_apply]
    refine Finset.sum_congr rfl fun a _ => ?_
    simp [hPdef, mul_comm]
  have hAP : A * P = P * diagonal hA.eigenvalues := by
    ext a i
    have h := congrFun (hA.mulVec_eigenvectorBasis i) a
    rw [Matrix.mul_diagonal, hPdef]
    exact h.trans (mul_comm (hA.eigenvalues i) _)
  exact ⟨P, hP, by rw [Matrix.mul_assoc, hAP, ← Matrix.mul_assoc, hP, Matrix.one_mul]⟩
```

For symmetric A there is a matrix P with

PᵀP = 1 and PᵀAP = diag(λ).

The entry P(a,i) is the coefficient of orbital i on site a. The proof takes Mathlib's orthonormal eigenvectors as the columns of P. Their orthonormality is `hP`, and the eigenvalue equations together form `hAP`, AP = P diag(λ). Multiplying by Pᵀ from the left gives the second claim.

```lean
/-- The weights of one site in all orbitals of an orthonormal basis sum to one. -/
theorem site_weight_sum {P : Matrix V V ℝ} (hP : Pᵀ * P = 1) (a : V) :
    ∑ i, P a i ^ 2 = 1 := by
  have hP' : P * Pᵀ = 1 := mul_eq_one_comm.mp hP
  have h := congrFun (congrFun hP' a) a
  rw [Matrix.mul_apply, Matrix.one_apply_eq] at h
  rw [← h]
  exact Finset.sum_congr rfl fun i _ => by rw [Matrix.transpose_apply, sq]
```

For a square matrix, PᵀP = 1 implies PPᵀ = 1. The diagonal entry of PPᵀ at site a is

Σ_i P(a,i)² = 1.

So the weights of one site, summed over all orbitals, occupied or not, give one.

```lean
/-- In any orthonormal basis, the absolute expectation values of a real symmetric matrix
sum to at most the sum of its absolute eigenvalues. -/
theorem sum_abs_expectation_le {B Q : Matrix V V ℝ} (hB : B.IsHermitian) (hQ : Qᵀ * Q = 1) :
    ∑ i, |(Qᵀ * B * Q) i i| ≤ spectralEnergy hB := by
  obtain ⟨R, hR, hD⟩ := exists_orbitals hB
  have hR' : R * Rᵀ = 1 := mul_eq_one_comm.mp hR
  -- W holds the overlaps between the eigenvectors of B and the given basis
  obtain ⟨W, hWdef⟩ : ∃ W, W = Rᵀ * Q := ⟨_, rfl⟩
  have hW : Wᵀ * W = 1 := by
    rw [hWdef, Matrix.transpose_mul, Matrix.transpose_transpose]
    calc Qᵀ * R * (Rᵀ * Q) = Qᵀ * (R * Rᵀ) * Q := by simp only [Matrix.mul_assoc]
      _ = 1 := by rw [hR', Matrix.mul_one, hQ]
  have hBW : Qᵀ * B * Q = Wᵀ * diagonal hB.eigenvalues * W := by
    rw [← hD, hWdef, Matrix.transpose_mul, Matrix.transpose_transpose]
    calc Qᵀ * B * Q = Qᵀ * (R * Rᵀ) * B * (R * Rᵀ) * Q := by
          rw [hR', Matrix.mul_one, Matrix.mul_one]
      _ = _ := by simp only [Matrix.mul_assoc]
  have hdiag : ∀ i, (Qᵀ * B * Q) i i = ∑ j, hB.eigenvalues j * W j i ^ 2 := by
    intro i
    rw [hBW, Matrix.mul_apply]
    refine Finset.sum_congr rfl fun j _ => ?_
    rw [Matrix.mul_diagonal, Matrix.transpose_apply]
    ring
  calc ∑ i, |(Qᵀ * B * Q) i i| ≤ ∑ i, ∑ j, |hB.eigenvalues j| * W j i ^ 2 := by
        refine Finset.sum_le_sum fun i _ => ?_
        rw [hdiag i]
        refine (Finset.abs_sum_le_sum_abs _ _).trans_eq (Finset.sum_congr rfl fun j _ => ?_)
        rw [abs_mul, abs_of_nonneg (sq_nonneg (W j i))]
    _ = ∑ j, |hB.eigenvalues j| * ∑ i, W j i ^ 2 := by
        rw [Finset.sum_comm]
        simp only [Finset.mul_sum]
    _ = spectralEnergy hB :=
        Finset.sum_congr rfl fun j _ => by rw [site_weight_sum hW j, mul_one]
```

Let B be symmetric with eigenvalues μ_j and eigenvector matrix R, and let the columns of Q be any orthonormal basis. The claim is

Σ_i |(QᵀBQ)(i,i)| ≤ Σ_j |μ_j|.

The overlap matrix W = RᵀQ satisfies WᵀW = QᵀRRᵀQ = 1, which is `hW`. Inserting RRᵀ = 1 on both sides of B gives QᵀBQ = Wᵀ diag(μ) W, so each expectation value is a weighted average of eigenvalues (`hdiag`):

(QᵀBQ)(i,i) = Σ_j μ_j W(j,i)².

The final `calc` block is a chain of relations. It takes absolute values inside the sum, exchanges the two sums, and uses Σ_i W(j,i)² = 1 from the previous lemma:

Σ_i |(QᵀBQ)(i,i)| ≤ Σ_j |μ_j| Σ_i W(j,i)² = Σ_j |μ_j|.

```lean
/-- The expectation value of a bond in an orbital is twice the product of the orbital's
coefficients on the two sites. -/
theorem bond_expectation (P : Matrix V V ℝ) (u v i : V) :
    (Pᵀ * bond u v * P) i i = 2 * (P u i * P v i) := by
  simp [bond, Matrix.mul_add, Matrix.mul_apply, Matrix.single_apply, ite_and,
    add_mul, ite_mul, Finset.sum_add_distrib]
  ring
```

Only two entries of the bond matrix contribute to its expectation value in orbital i:

P(u,i)P(v,i) + P(v,i)P(u,i) = 2 P(u,i)P(v,i).

This is twice the product that enters the Coulson bond order. The tactic `simp` expands the matrix products and `ring` collects the terms.

## Changing one coupling

```lean
/-- Adding a coupling `t` between two sites raises the sum of absolute eigenvalues of a real
symmetric matrix by at most `2|t|`. -/
theorem energy_le_add {A B : Matrix V V ℝ} (hA : A.IsHermitian) (hB : B.IsHermitian)
    (u v : V) (t : ℝ) (h : A = B + t • bond u v) :
    spectralEnergy hA ≤ spectralEnergy hB + 2 * |t| := by
  obtain ⟨P, hP, hD⟩ := exists_orbitals hA
  have hM : Pᵀ * A * P = Pᵀ * B * P + t • (Pᵀ * bond u v * P) := by
    rw [h]
    simp only [Matrix.mul_add, Matrix.add_mul, Matrix.mul_smul, Matrix.smul_mul]
  have hi : ∀ i, |hA.eigenvalues i| ≤
      |(Pᵀ * B * P) i i| + |t| * (P u i ^ 2 + P v i ^ 2) := by
    intro i
    have e := congrFun (congrFun hD i) i
    rw [hM, Matrix.diagonal_apply_eq, Matrix.add_apply, Matrix.smul_apply,
      bond_expectation, smul_eq_mul] at e
    -- the bond expectation is bounded by the weights on its two ends
    have hb : |2 * (P u i * P v i)| ≤ P u i ^ 2 + P v i ^ 2 :=
      abs_le.mpr ⟨by nlinarith [sq_nonneg (P u i + P v i)],
        by nlinarith [sq_nonneg (P u i - P v i)]⟩
    have ht := mul_le_mul_of_nonneg_left hb (abs_nonneg t)
    rw [← abs_mul] at ht
    rw [← e]
    exact (abs_add_le _ _).trans (by linarith)
  calc spectralEnergy hA
      ≤ ∑ i, (|(Pᵀ * B * P) i i| + |t| * (P u i ^ 2 + P v i ^ 2)) :=
        Finset.sum_le_sum fun i _ => hi i
    _ = ∑ i, |(Pᵀ * B * P) i i| + |t| * (∑ i, P u i ^ 2 + ∑ i, P v i ^ 2) := by
        rw [Finset.sum_add_distrib, ← Finset.mul_sum, Finset.sum_add_distrib]
    _ ≤ spectralEnergy hB + 2 * |t| := by
        rw [site_weight_sum hP, site_weight_sum hP]
        linarith [sum_abs_expectation_le hB hP]
```

Suppose A = B + t·bond(u,v), with A and B symmetric and t any real number. Then

E(A) ≤ E(B) + 2|t|.

Let P hold the orbitals of A, and write b_i = (PᵀBP)(i,i). The diagonal of PᵀAP gives

λ_i = b_i + 2t P(u,i)P(v,i).

Since (x + y)² ≥ 0 and (x − y)² ≥ 0, we have |2xy| ≤ x² + y². These two squares are the hints passed to `nlinarith`. Therefore

|λ_i| ≤ |b_i| + |t| (P(u,i)² + P(v,i)²),

which is `hi`. Summed over i, the weights of u and v give 1 each, and Σ_i |b_i| ≤ E(B) by the expectation-value lemma. This is the triangle inequality for the trace norm, specialised to a perturbation by one bond.

Symmetry matters here, and real eigenvalues alone are not enough. Take B with rows (0, 3) and (0, 0), whose eigenvalues are both 0. Adding one bond with t = 1 gives rows (0, 4) and (1, 0), with eigenvalues ±2. The sum of absolute eigenvalues rises from 0 to 4, which exceeds 2|t| = 2.

## Cutting bonds

```lean
/-- Deleting one edge from a finite simple graph changes the sum of absolute adjacency
eigenvalues by at most 2. -/
theorem abs_energy_sub_deleteEdge_le (G : SimpleGraph V) (e : Sym2 V) :
    |graphEnergy G - graphEnergy (G.deleteEdges {e})| ≤ 2 := by
  induction e using Sym2.ind with
  | _ u v =>
    by_cases h : G.Adj u v
    · have hadj : adjacency G = adjacency (G.deleteEdges {s(u, v)}) + (1 : ℝ) • bond u v := by
        ext a b
        by_cases h1 : a = u ∧ b = v
        · obtain ⟨rfl, rfl⟩ := h1
          simp [adjacency, bond, h, h.ne, h.ne']
        by_cases h2 : a = v ∧ b = u
        · obtain ⟨rfl, rfl⟩ := h2
          simp [adjacency, bond, h.symm, h.ne, h.ne']
        have h1' : ¬(u = a ∧ v = b) := fun k => h1 ⟨k.1.symm, k.2.symm⟩
        have h2' : ¬(v = a ∧ u = b) := fun k => h2 ⟨k.1.symm, k.2.symm⟩
        have hb : bond u v a b = 0 := by simp [bond, h1', h2']
        have hd : (G.deleteEdges {s(u, v)}).Adj a b ↔ G.Adj a b := by
          rw [SimpleGraph.deleteEdges_adj]
          exact ⟨And.left, fun k => ⟨k, fun hm =>
            (Sym2.eq_iff.mp (Set.mem_singleton_iff.mp hm)).elim h1 h2⟩⟩
        rw [Matrix.add_apply, Matrix.smul_apply, hb, smul_zero, add_zero]
        simp only [adjacency, SimpleGraph.adjMatrix_apply]
        by_cases hab : G.Adj a b
        · rw [if_pos hab, if_pos (hd.mpr hab)]
        · rw [if_neg hab, if_neg (fun k => hab (hd.mp k))]
      have hback : adjacency (G.deleteEdges {s(u, v)}) =
          adjacency G + (-1 : ℝ) • bond u v := by
        rw [hadj]
        module
      have hle := energy_le_add (adjacency_isHermitian G)
        (adjacency_isHermitian (G.deleteEdges {s(u, v)})) u v 1 hadj
      have hge := energy_le_add (adjacency_isHermitian (G.deleteEdges {s(u, v)}))
        (adjacency_isHermitian G) u v (-1) hback
      rw [abs_neg, abs_one] at hge
      rw [abs_one] at hle
      unfold graphEnergy
      exact abs_le.mpr ⟨by linarith, by linarith⟩
    · -- a pair that is not bonded leaves the graph as it was
      have hG : G.deleteEdges {s(u, v)} = G := by
        ext a b
        rw [SimpleGraph.deleteEdges_adj]
        refine ⟨And.left, fun hab => ⟨hab, fun hm => h ?_⟩⟩
        have hm' : s(a, b) = s(u, v) := hm
        rw [← SimpleGraph.mem_edgeSet, ← hm']
        exact hab
      rw [hG, sub_self, abs_zero]
      norm_num
```

For every graph G on `V` and every unordered pair of sites e,

|E(G) − E(G without e)| ≤ 2.

`Sym2 V` is the type of unordered pairs, and `s(u, v)` is the pair of u and v. `deleteEdges` removes the edge and keeps both sites.

If u and v are joined, the adjacency matrices before and after deletion differ by one bond matrix. The proof of `hadj` checks this entry by entry: at (u,v), at (v,u), and everywhere else. The previous theorem with t = 1 gives

E(G) ≤ E(G without e) + 2.

Reading the same relation backwards, with t = −1, gives

E(G without e) ≤ E(G) + 2.

Together they bound the absolute value. If u and v are not joined, deletion leaves G as it was and the difference is 0, so the theorem needs no hypothesis that e is an edge.

```lean
/-- Deleting the edges in a finite set `S` of site pairs changes the graph energy by at most
twice the number of pairs in `S`. -/
theorem abs_energy_sub_deleteEdges_le (G : SimpleGraph V) (S : Finset (Sym2 V)) :
    |graphEnergy G - graphEnergy (G.deleteEdges (S : Set (Sym2 V)))| ≤ 2 * (S.card : ℝ) := by
  induction S using Finset.induction_on with
  | empty => simp
  | insert e S he ih =>
    have hG : G.deleteEdges ((insert e S : Finset (Sym2 V)) : Set (Sym2 V)) =
        (G.deleteEdges (S : Set (Sym2 V))).deleteEdges {e} := by
      rw [SimpleGraph.deleteEdges_deleteEdges, Finset.coe_insert, Set.insert_eq, Set.union_comm]
    rw [hG, Finset.card_insert_of_notMem he]
    push_cast
    have hstep := abs_energy_sub_deleteEdge_le (G.deleteEdges (S : Set (Sym2 V))) e
    exact (abs_sub_le _ (graphEnergy (G.deleteEdges (S : Set (Sym2 V)))) _).trans (by linarith)
```

For a finite set S of pairs the bound is 2|S|, where |S| is the number of pairs, including any that are not edges of G. The proof is by induction on S. The empty set changes nothing. For a further pair e, pass through the graph with S already deleted:

|E(G) − E(G without S and e)| ≤ 2|S| + 2.

The first term is the induction hypothesis and the second is the single-edge theorem.

```lean
/-- For two sites joined by one edge, deleting that edge lowers the graph energy by exactly 2. -/
theorem two_site_sharp :
    graphEnergy (⊤ : SimpleGraph (Fin 2)) -
      graphEnergy ((⊤ : SimpleGraph (Fin 2)).deleteEdges {s(0, 1)}) = 2 := by
  have hA := adjacency_isHermitian (⊤ : SimpleGraph (Fin 2))
  have htr : (adjacency (⊤ : SimpleGraph (Fin 2))).trace = 0 := by
    simp [adjacency]
  have hdet : (adjacency (⊤ : SimpleGraph (Fin 2))).det = -1 := by
    simp [Matrix.det_fin_two, adjacency]
  have hs : 0 = hA.eigenvalues 0 + hA.eigenvalues 1 := by
    have h := hA.trace_eq_sum_eigenvalues
    rw [htr, Fin.sum_univ_two] at h
    exact h
  have hp : -1 = hA.eigenvalues 0 * hA.eigenvalues 1 := by
    have h := hA.det_eq_prod_eigenvalues
    rw [hdet, Fin.prod_univ_two] at h
    exact h
  have htop : graphEnergy (⊤ : SimpleGraph (Fin 2)) = 2 := by
    change ∑ i, |hA.eigenvalues i| = 2
    rw [Fin.sum_univ_two]
    have h1 : hA.eigenvalues 1 = -hA.eigenvalues 0 := by linarith
    rw [h1] at hp
    have hsq : hA.eigenvalues 0 * hA.eigenvalues 0 = 1 := by linarith
    rw [h1, abs_neg]
    rcases mul_self_eq_one_iff.mp hsq with h | h <;> rw [h] <;> norm_num
  -- without the edge the adjacency matrix vanishes
  have hzero : adjacency ((⊤ : SimpleGraph (Fin 2)).deleteEdges {s(0, 1)}) = 0 := by
    ext a b
    fin_cases a <;> fin_cases b <;> simp [adjacency]
  have hbot : graphEnergy ((⊤ : SimpleGraph (Fin 2)).deleteEdges {s(0, 1)}) = 0 := by
    obtain ⟨P, _, hD⟩ := exists_orbitals
      (adjacency_isHermitian ((⊤ : SimpleGraph (Fin 2)).deleteEdges {s(0, 1)}))
    unfold graphEnergy spectralEnergy
    refine Finset.sum_eq_zero fun i _ => ?_
    have h := congrFun (congrFun hD i) i
    rw [Matrix.diagonal_apply_eq] at h
    rw [← h, hzero, Matrix.mul_zero, Matrix.zero_mul, Matrix.zero_apply, abs_zero]
  rw [htop, hbot, sub_zero]

end

end BondDeletion
```

The smallest graph with an edge already attains the bound. `Fin 2` has the two elements 0 and 1, and `⊤` is the graph in which all distinct sites are joined, here the π system of ethylene. Its adjacency matrix has trace 0 and determinant −1, so

λ_0 + λ_1 = 0 and λ_0 λ_1 = −1.

Hence λ_0² = 1, both absolute values are 1, and the energy is 2. Without the edge the matrix is zero (`hzero`), its diagonalised form is zero too, and the energy is 0. The difference is exactly 2, so no smaller constant would serve for all graphs.

```lean
#print axioms BondDeletion.abs_energy_sub_deleteEdge_le
-- 'BondDeletion.abs_energy_sub_deleteEdge_le' depends on axioms: [propext, Classical.choice, Quot.sound]
#print axioms BondDeletion.abs_energy_sub_deleteEdges_le
-- 'BondDeletion.abs_energy_sub_deleteEdges_le' depends on axioms: [propext, Classical.choice, Quot.sound]
#print axioms BondDeletion.two_site_sharp
-- 'BondDeletion.two_site_sharp' depends on axioms: [propext, Classical.choice, Quot.sound]
```
